# A phase turns minimal coupling into dipole coupling plus self-energy for one electron and one field mode

Q: In a cavity calculation with one electron at $x$ and one field mode with coordinate $q$, I replace the minimal-coupling term $(-i\partial_x-lq)^2/2m$ by the bare kinetic energy $-\partial_x^2/2m$ plus the dipole coupling $lx(-i\partial_q)$, and I add $l^2x^2/2$ to the potential. Here $m$ is the mass, $l$ the coupling strength, $\hbar=1$, and the free mode has the Hamiltonian $(-\partial_q^2+w^2q^2)/2$ with frequency $w$. What justifies that added term?

A: A change of wavefunction, $\psi=e^{ilxq}f$, with $f$ twice differentiable. The minimal-coupling Hamiltonian acting on $\psi$ equals the phase times the dipole Hamiltonian acting on $f$, and the latter contains $l^2x^2/2$. Within this one-electron, one-mode model, the term belongs to the change of gauge and has to be kept with it.

Q: I had assumed it was what remains of the $A^2$ term, $l^2q^2/2m$. Show me the steps.

A: Let the mode have a profile $a(x)$, so that the kinetic momentum is $-i\partial_x-q\,a(x)$, with the charge absorbed in $a$. Choose $\chi$ with $\chi'=a$ and put $\psi=e^{iq\chi(x)}f$. For one variable $t$, a real phase $\theta$ and a function $g$, the product rule gives

$$-i\frac{d}{dt}\left(e^{i\theta}g\right)=-i\left(i\theta' e^{i\theta}g+e^{i\theta}g'\right)=e^{i\theta}\left(-ig'+\theta' g\right).$$

In the variable $x$ the phase has derivative $qa$, so

$$(-i\partial_x-qa)\,e^{iq\chi}f=e^{iq\chi}(-i\partial_x f+qaf-qaf)=e^{iq\chi}(-i\partial_x f).$$

A second application, with $-i\partial_xf$ in place of $f$, gives $e^{iq\chi}(-\partial_x^2f)$. The $A^2$ term has gone, together with the cross terms.

In the variable $q$ the same phase has derivative $\chi(x)$, so $-i\partial_q$ becomes $-i\partial_q+\chi$. Since $\chi$ doesn't depend on $q$,

$$-\partial_q^2\,e^{iq\chi}f=e^{iq\chi}(-i\partial_q+\chi)^2f=e^{iq\chi}\left[-\partial_q^2f+2\chi(-i\partial_qf)+\chi^2f\right].$$

Half of this is the mode's kinetic energy, the coupling $\chi(-i\partial_q)$ and the self-energy $\chi^2/2$. The potential $V(x)$ and the term $w^2q^2/2$, with $w$ the mode frequency, are multiplications and commute with the phase. For $a=l$ and $\chi=lx$ the self-energy is $l^2x^2/2$. It comes from $-\partial_q^2$ and not from $A^2$.

Q: Then to the Lean version. Are its momenta real derivatives, or symbols with a postulated commutator?

A: Real derivatives. A wavefunction is a function `ℝ → ℝ → ℂ`, with $x$ as first argument and $q$ as second. `pX` and `pQ` are $-i$ times the partial derivatives.

```lean
import Mathlib

open Complex

namespace MultipolarGauge

noncomputable section

/-- The electron momentum `-i ∂/∂x` acting on a wavefunction `f(x,q)`. -/
def pX (f : ℝ → ℝ → ℂ) (x q : ℝ) : ℂ := -I * deriv (fun y => f y q) x

/-- The field momentum `-i ∂/∂q` acting on a wavefunction `f(x,q)`. -/
def pQ (f : ℝ → ℝ → ℂ) (x q : ℝ) : ℂ := -I * deriv (fun s => f x s) q
```

The kinetic momentum and the phase are `kin` and `dress`.

```lean
/-- The kinetic momentum `-i ∂/∂x - q a(x)` for a field mode with profile `a`. -/
def kin (a : ℝ → ℝ) (f : ℝ → ℝ → ℂ) (x q : ℝ) : ℂ := pX f x q - q * a x * f x q

/-- Multiplication of a wavefunction by the phase `exp(i q χ(x))`. -/
def dress (χ : ℝ → ℝ) (f : ℝ → ℝ → ℂ) (x q : ℝ) : ℂ :=
  exp (I * ((q * χ x : ℝ) : ℂ)) * f x q
```

Q: If the multipolar Hamiltonian is defined as the transformed one, the theorem is empty.

A: It isn't defined that way. Each Hamiltonian is written out as a differential operator, and `hamMultipolar` contains neither `dress` nor `a`. `hamFrozen` treats $q$ as a fixed parameter, and `hamCoulomb` adds $-\partial_q^2/2$ to it.

```lean
/-- The Hamiltonian in which `q` is a fixed parameter:
`(-i ∂/∂x - q a)²/2m + V + w² q²/2`, for mass `m ≠ 0`. -/
def hamFrozen (m w : ℝ) (a V : ℝ → ℝ) (f : ℝ → ℝ → ℂ) (x q : ℝ) : ℂ :=
  kin a (kin a f) x q / (2 * m) + V x * f x q + w ^ 2 * q ^ 2 / 2 * f x q

/-- The minimal-coupling Hamiltonian with a dynamical mode:
`(-i ∂/∂x - q a)²/2m + V + (-∂²/∂q² + w² q²)/2`, for mass `m ≠ 0`. -/
def hamCoulomb (m w : ℝ) (a V : ℝ → ℝ) (f : ℝ → ℝ → ℂ) (x q : ℝ) : ℂ :=
  hamFrozen m w a V f x q + pQ (pQ f) x q / 2

/-- The multipolar Hamiltonian: bare electron and mode energies, the coupling
`χ(x) (-i ∂/∂q)` and the self-energy `χ(x)²/2`, for mass `m ≠ 0`. -/
def hamMultipolar (m w : ℝ) (χ V : ℝ → ℝ) (f : ℝ → ℝ → ℂ) (x q : ℝ) : ℂ :=
  pX (pX f) x q / (2 * m) + V x * f x q + (pQ (pQ f) x q + w ^ 2 * q ^ 2 * f x q) / 2
    + χ x * pQ f x q + χ x ^ 2 / 2 * f x q
```

The name `hamCoulomb` means minimal coupling here; no Coulomb-gauge condition is imposed on $a$. Also, `pQ` in the multipolar form has a changed meaning: up to sign and constants it represents the displacement field, as usual in that gauge. The theorems don't assume $m\neq0$, but at $m=0$ Lean's division returns zero and the formulas have no physical content.

Q: What does "twice differentiable" demand?

A: Less than the textbook phrase for two variables. The function must be twice differentiable in each variable with the other held fixed. Mixed derivatives and continuity of the second derivatives are not required.

```lean
/-- The wavefunction is twice differentiable in `x` at fixed `q`, and in `q` at fixed `x`. -/
structure TwiceDifferentiable (f : ℝ → ℝ → ℂ) : Prop where
  x1 : ∀ q, Differentiable ℝ (fun x => f x q)
  x2 : ∀ q, Differentiable ℝ (fun x => pX f x q)
  q1 : ∀ x, Differentiable ℝ (fun q => f x q)
  q2 : ∀ x, Differentiable ℝ (fun q => pQ f x q)
```

Q: Where is the product rule?

A: In `momentum_phase`. Its `h1` differentiates the exponential by the chain rule, `h2` applies the product rule, and the last line uses $i^2=-1$. The companion `momentum_sq` turns two momenta into minus a second derivative, so that the final formula can be stated in ordinary derivatives.

```lean
/-- For differentiable `θ` and `g`, moving the phase `exp(iθ)` to the left of the momentum
`-i d/dt` adds `θ'` to the momentum. -/
theorem momentum_phase {θ : ℝ → ℝ} {g : ℝ → ℂ} {θ' t : ℝ}
    (hθ : HasDerivAt θ θ' t) (hg : DifferentiableAt ℝ g t) :
    -I * deriv (fun s => exp (I * (θ s : ℂ)) * g s) t
      = exp (I * (θ t : ℂ)) * (-I * deriv g t + θ' * g t) := by
  have h1 : HasDerivAt (fun s => exp (I * (θ s : ℂ)))
      (exp (I * (θ t : ℂ)) * (I * (θ' : ℂ))) t := (hθ.ofReal_comp.const_mul I).cexp
  have h2 : HasDerivAt (fun s => exp (I * (θ s : ℂ)) * g s)
      (exp (I * (θ t : ℂ)) * (I * (θ' : ℂ)) * g t + exp (I * (θ t : ℂ)) * deriv g t) t :=
    h1.fun_mul hg.hasDerivAt
  rw [h2.deriv]
  linear_combination (-(exp (I * (θ t : ℂ)) * θ' * g t)) * I_sq

/-- Applying the momentum `-i d/dt` twice gives minus the second derivative. -/
theorem momentum_sq (g : ℝ → ℂ) (t : ℝ) :
    -I * deriv (fun s => -I * deriv g s) t = -deriv (deriv g) t := by
  rw [deriv_const_mul_field]
  linear_combination (deriv (deriv g) t) * I_sq
```

Q: And the two uses of it, in $x$ and in $q$?

A: `kin_dress` takes $\theta=q\chi$ as a function of $x$, and the vector potential cancels. `pQ_dress` takes the same phase as a function of $q$ and finds the displacement by $\chi(x)$. Both are equalities of whole functions, so they can be used again inside a second derivative.

```lean
/-- If `χ' = a` and `f` is differentiable in `x`, the phase `exp(i q χ)` turns the kinetic
momentum into the bare momentum. -/
theorem kin_dress {a χ : ℝ → ℝ} {f : ℝ → ℝ → ℂ} (hχ : ∀ x, HasDerivAt χ (a x) x)
    (hf : ∀ q, Differentiable ℝ (fun x => f x q)) :
    kin a (dress χ f) = dress χ (pX f) := by
  funext x q
  have h := momentum_phase ((hχ x).const_mul q) (hf q x)
  simp only [kin, pX, dress]
  push_cast at h ⊢
  linear_combination h

/-- For `f` differentiable in `q`, the phase `exp(i q χ)` displaces the field momentum
by `χ(x)`. -/
theorem pQ_dress (χ : ℝ → ℝ) {f : ℝ → ℝ → ℂ}
    (hf : ∀ x, Differentiable ℝ (fun q => f x q)) :
    pQ (dress χ f) = dress χ (fun x q => pQ f x q + χ x * f x q) := by
  funext x q
  have hθ : HasDerivAt (fun s : ℝ => s * χ x) (χ x) q := by
    simpa using (hasDerivAt_id' q).mul_const (χ x)
  have h := momentum_phase hθ (hf x q)
  simp only [pQ, dress]
  push_cast at h ⊢
  linear_combination h
```

The square of the displaced momentum comes next. In `pQ_sq_dress`, `h2` checks that the displaced function is still differentiable in $q$, and `h3` moves the constant $\chi(x)$ through the derivative. Two uses of `pQ_dress` then give the three terms found above.

```lean
/-- For `f` twice differentiable in `q`, the operator `-∂²/∂q²` behind the phase `exp(i q χ)`
becomes `-∂²/∂q² + 2 χ (-i ∂/∂q) + χ²`. -/
theorem pQ_sq_dress (χ : ℝ → ℝ) {f : ℝ → ℝ → ℂ}
    (hf : ∀ x, Differentiable ℝ (fun q => f x q))
    (hp : ∀ x, Differentiable ℝ (fun q => pQ f x q)) :
    pQ (pQ (dress χ f)) = dress χ (fun x q =>
      pQ (pQ f) x q + 2 * χ x * pQ f x q + χ x ^ 2 * f x q) := by
  have h2 : ∀ x, Differentiable ℝ (fun q => pQ f x q + χ x * f x q) :=
    fun x => (hp x).add ((hf x).const_mul _)
  -- the field momentum acts linearly, with `χ x` constant in `q`
  have h3 : ∀ x q, pQ (fun x q => pQ f x q + χ x * f x q) x q
      = pQ (pQ f) x q + χ x * pQ f x q := by
    intro x q
    have hd : HasDerivAt (fun s => pQ f x s + χ x * f x s)
        (deriv (fun s => pQ f x s) q + χ x * deriv (fun s => f x s) q) q :=
      (hp x q).hasDerivAt.fun_add ((hf x q).hasDerivAt.const_mul _)
    change -I * deriv (fun s => pQ f x s + χ x * f x s) q
      = -I * deriv (fun s => pQ f x s) q + χ x * (-I * deriv (fun s => f x s) q)
    rw [hd.deriv]
    ring
  rw [pQ_dress χ hf, pQ_dress χ h2]
  funext x q
  simp only [dress, h3]
  ring
```

Q: You said that the self-energy comes only from the field's kinetic term. Is that a theorem or a comment?

A: There is a theorem for the case without that term. If $q$ is a parameter, constant in time, the same phase removes the coupling altogether. What remains is the bare electron Hamiltonian plus the number $w^2q^2/2$. The proof applies `kin_dress` twice, first to $f$ and then to $-i\partial_xf$.

```lean
/-- When `q` is a fixed parameter, `χ' = a` and `f` is twice differentiable in `x`, the phase
`exp(i q χ)` removes the coupling and leaves no self-energy. -/
theorem frozen_transform (m w : ℝ) {a χ : ℝ → ℝ} (V : ℝ → ℝ) {f : ℝ → ℝ → ℂ}
    (hχ : ∀ x, HasDerivAt χ (a x) x) (h1 : ∀ q, Differentiable ℝ (fun x => f x q))
    (h2 : ∀ q, Differentiable ℝ (fun x => pX f x q)) :
    hamFrozen m w a V (dress χ f) = dress χ (fun x q =>
      pX (pX f) x q / (2 * m) + V x * f x q + w ^ 2 * q ^ 2 / 2 * f x q) := by
  funext x q
  unfold hamFrozen
  rw [kin_dress hχ h1, kin_dress hχ h2]
  simp only [dress]
  ring
```

The full transformation adds the field part. Its proof rewrites with `frozen_transform` and `pQ_sq_dress`, and `ring` collects the terms.

```lean
/-- If `χ' = a` and `f` is twice differentiable, the minimal-coupling Hamiltonian acting on
`exp(i q χ) f` equals `exp(i q χ)` times the multipolar Hamiltonian acting on `f`. -/
theorem pzw_transform (m w : ℝ) {a χ : ℝ → ℝ} (V : ℝ → ℝ) {f : ℝ → ℝ → ℂ}
    (hχ : ∀ x, HasDerivAt χ (a x) x) (hf : TwiceDifferentiable f) :
    hamCoulomb m w a V (dress χ f) = dress χ (hamMultipolar m w χ V f) := by
  funext x q
  unfold hamCoulomb
  -- the electron part loses its coupling, the field part supplies coupling and self-energy
  rw [frozen_transform m w V hχ hf.x1 hf.x2, pQ_sq_dress χ hf.q1 hf.q2]
  simp only [dress, hamMultipolar]
  ring
```

Q: Does `pzw` in the theorem's name stand for Power-Zienau-Woolley? My version of that has a polarisation field and transverse modes in three dimensions.

A: It does, but the theorem is only a simple analogue, with a single particle on a line and a single mode, and the polarisation has shrunk to the function $\chi$. The reduction of a real molecule in a cavity to this model is not justified by anything proved here.

Q: What does the condition $\chi'=a$ stand for, and does it do any work?

A: It says that $\chi$ is an antiderivative of the mode profile. For a continuous profile, that means the integral along the line from a reference point to the electron, plus an arbitrary constant. As for the work, take $a=1$, $\chi=0$, $V=0$, $m=1$ and $f=1$. The phase is then $1$. The minimal-coupling side gives $q^2/2+w^2q^2/2$, while the multipolar side gives $w^2q^2/2$, and these differ for every $q\neq0$. So the identity fails if $\chi$ and $a$ are left unrelated.

Q: I'd like to see my own case, with $l$ and second derivatives.

A: That is `dipole_transform`, valid at every point $(x,q)$ and for every real $l$. The proof identifies the phase $e^{ilxq}$ with `dress` for $\chi=lx$ (`hd`), applies the general theorem with $a=l$, and replaces the squared momenta by second derivatives (`hx`, `hq`).

```lean
/-- The uniform mode `a = l`, with `f` twice differentiable: the phase `exp(i l x q)` yields the
dipole coupling `l x (-i ∂/∂q)` and the self-energy `l² x²/2`. -/
theorem dipole_transform (m w l : ℝ) (V : ℝ → ℝ) {f : ℝ → ℝ → ℂ}
    (hf : TwiceDifferentiable f) (x q : ℝ) :
    hamCoulomb m w (fun _ => l) V (fun x q => exp (I * (l * x * q)) * f x q) x q
      = exp (I * (l * x * q)) *
        (-deriv (deriv (fun y => f y q)) x / (2 * m) + V x * f x q
          + (-deriv (deriv (fun s => f x s)) q + w ^ 2 * q ^ 2 * f x q) / 2
          + l * x * (-I * deriv (fun s => f x s) q) + l ^ 2 * x ^ 2 / 2 * f x q) := by
  have hχ : ∀ x : ℝ, HasDerivAt (fun y : ℝ => l * y) l x := fun x => by
    simpa using (hasDerivAt_id' x).const_mul l
  have he : ∀ x q : ℝ, I * ((q * (l * x) : ℝ) : ℂ) = I * (l * x * q) := by
    intro x q
    push_cast
    ring
  have hd : (fun x q : ℝ => exp (I * (l * x * q)) * f x q) = dress (fun y => l * y) f := by
    funext x q
    simp only [dress, he]
  have hx : pX (pX f) x q = -deriv (deriv (fun y => f y q)) x := momentum_sq _ x
  have hq : pQ (pQ f) x q = -deriv (deriv (fun s => f x s)) q := momentum_sq _ q
  rw [hd, pzw_transform (a := fun _ => l) m w V hχ hf]
  simp only [dress, hamMultipolar, he, hx, hq]
  simp only [pQ]
  push_cast
  ring
```

Q: I compute energies. Does the operator identity carry over to them?

A: Yes, for stationary equations. With $\chi'=a$ and $f$ twice differentiable, $e^{iq\chi}f$ solves the minimal-coupling equation with real energy $E$ exactly when $f$ solves the multipolar equation with the same $E$. In one direction the proof cancels the phase, which is never zero; in the other it multiplies by it.

```lean
/-- If `χ' = a` and `f` is twice differentiable, `exp(i q χ) f` solves the stationary
minimal-coupling equation with energy `E` exactly when `f` solves the multipolar one with `E`. -/
theorem stationary_iff (m w E : ℝ) {a χ : ℝ → ℝ} (V : ℝ → ℝ) {f : ℝ → ℝ → ℂ}
    (hχ : ∀ x, HasDerivAt χ (a x) x) (hf : TwiceDifferentiable f) :
    (hamCoulomb m w a V (dress χ f) = fun x q => E * dress χ f x q) ↔
      (hamMultipolar m w χ V f = fun x q => E * f x q) := by
  rw [pzw_transform m w V hχ hf]
  constructor
  · intro h
    funext x q
    have h' := congrFun (congrFun h x) q
    simp only [dress] at h'
    -- the phase never vanishes and can be cancelled
    apply mul_left_cancel₀ (exp_ne_zero (I * ((q * χ x : ℝ) : ℂ)))
    linear_combination h'
  · intro h
    rw [h]
    funext x q
    simp only [dress]
    ring

end

end MultipolarGauge
```

```lean
#print axioms MultipolarGauge.dipole_transform
#print axioms MultipolarGauge.stationary_iff
```

```
'MultipolarGauge.dipole_transform' depends on axioms: [propext, Classical.choice, Quot.sound]
'MultipolarGauge.stationary_iff' depends on axioms: [propext, Classical.choice, Quot.sound]
```

Q: Any solution, or a bound state?

A: Any function that satisfies the equation, including zero and functions that can't be normalised. For a bound state you add the requirement that $f$ is nonzero and square-integrable. The phase has modulus one, so $|\psi|=|f|$ at every point and the requirement passes from one gauge to the other; that short argument is an addition to the theorem. Operator domains, self-adjointness and the errors of a truncated basis are separate questions, and a truncated calculation can give different energies in the two gauges.
